# Eigenphases of a finite kicked rotor from a lattice equation

Take one site, with a real free phase $f$ and a kick $(1-ia)/(1+ia)$ given by a real number $a$. The one-period operator is then the number
$$F=\frac{1-ia}{1+ia}\,e^{-if}=e^{-i(f+2\arctan a)}.$$
So $F=e^{-iw}$ with $w$ real exactly when $\cos((w-f)/2)\neq0$ and $a=\tan((w-f)/2)$. For several sites, $a$ becomes a Hermitian matrix $W$ and the condition becomes a linear equation on the lattice.

## The finite model

The sites $j$, which stand for angular momentum states, form a finite set `n`.

In Lean 4 with Mathlib:

```lean
import Mathlib

open Matrix
open scoped ComplexOrder

namespace KickedRotorLattice

noncomputable section

variable {n : Type*} [Fintype n] [DecidableEq n]
```

Between kicks, site $j$ acquires the phase $e^{-if_j}$, with $f_j$ real and dimensionless. Let $D$ be the diagonal matrix of these phases.

```lean
/-- The free evolution between kicks: the diagonal matrix of phases `exp(-i f_j)`. -/
def freePhase (f : n → ℝ) : Matrix n n ℂ :=
  diagonal fun j => Complex.exp (-(Complex.I * (f j : ℂ)))
```

The kick is $(1-iW)(1+iW)^{-1}$, and it acts after the free evolution. For a kick $e^{-iV}$ this means $W=\tan(V/2)$, so no eigenphase of the kick may equal $\pi$. The file takes $W$ as given and does not derive it from a potential.

```lean
/-- The one-period operator `F = (1 - iW)(1 + iW)⁻¹ D`: free evolution followed by a kick. -/
def floquet (W : Matrix n n ℂ) (f : n → ℝ) : Matrix n n ℂ :=
  (1 - Complex.I • W) * (1 + Complex.I • W)⁻¹ * freePhase f
```

An eigenvalue comes with an explicit nonzero eigenvector, which need not be normalised. `A *ᵥ u` is the matrix $A$ applied to $u$.

```lean
/-- The number `z` is an eigenvalue of `A`: some nonzero state `u` satisfies `A u = z u`. -/
def IsEigenvalue (A : Matrix n n ℂ) (z : ℂ) : Prop :=
  ∃ u : n → ℂ, u ≠ 0 ∧ A *ᵥ u = z • u
```

## (a) The kernel of $1+iW$

**Show that, for Hermitian $W$, $x+iWx=0$ forces $x=0$.**

Multiply by $x^\dagger$ to get $x^\dagger x+i\,x^\dagger Wx=0$. Both products are real, so the complex conjugate is $x^\dagger x-i\,x^\dagger Wx=0$. Half the sum is $x^\dagger x=0$, hence $x=0$. In the code, `hq` and `hs` state the two reality conditions, and `h0 + h1` is the sum.

```lean
omit [DecidableEq n] in
/-- For Hermitian `W`, the equation `x + iWx = 0` has only the zero solution. -/
theorem cayley_kernel {W : Matrix n n ℂ} (hW : W.IsHermitian) {x : n → ℂ}
    (hx : x + Complex.I • (W *ᵥ x) = 0) : x = 0 := by
  -- the products `x† W x` and `x† x` are both real
  have hq : star (star x ⬝ᵥ (W *ᵥ x)) = star x ⬝ᵥ (W *ᵥ x) := by
    rw [← Matrix.star_dotProduct, Matrix.star_mulVec, hW.eq, ← Matrix.dotProduct_mulVec]
  have hs : star (star x ⬝ᵥ x) = star x ⬝ᵥ x := (Matrix.star_dotProduct x x).symm
  have hI : star Complex.I = -Complex.I := Complex.conj_I
  have h0 : star x ⬝ᵥ x + Complex.I * (star x ⬝ᵥ (W *ᵥ x)) = 0 := by
    have h := congrArg (fun y => star x ⬝ᵥ y) hx
    simpa only [dotProduct_add, dotProduct_smul, smul_eq_mul, dotProduct_zero] using h
  have h1 := congrArg star h0
  rw [star_add, star_mul', hs, hq, hI, star_zero] at h1
  have h2 : star x ⬝ᵥ x = 0 := by linear_combination (h0 + h1) / 2
  exact dotProduct_star_self_eq_zero.1 h2
```

## (b) The action of $1+iW$

**Expand $(1+iW)x$.** By linearity it is $x+iWx$.

```lean
lemma plus_mulVec (W : Matrix n n ℂ) (x : n → ℂ) :
    (1 + Complex.I • W) *ᵥ x = x + Complex.I • (W *ᵥ x) := by
  rw [Matrix.add_mulVec, Matrix.one_mulVec, Matrix.smul_mulVec]
```

## (c) The action of $1-iW$

**Expand $(1-iW)x$.** Likewise, it is $x-iWx$.

```lean
lemma minus_mulVec (W : Matrix n n ℂ) (x : n → ℂ) :
    (1 - Complex.I • W) *ᵥ x = x - Complex.I • (W *ᵥ x) := by
  rw [Matrix.sub_mulVec, Matrix.one_mulVec, Matrix.smul_mulVec]
```

## (d) Invertibility of $1+iW$

**Show that $\det(1+iW)\neq0$ for Hermitian $W$.**

If the determinant vanished, some nonzero $v$ would satisfy $(1+iW)v=0$, against (a). The inverse in `floquet` is therefore a true inverse.

```lean
/-- For Hermitian `W` the matrix `1 + iW` has an invertible determinant. -/
theorem cayley_isUnit {W : Matrix n n ℂ} (hW : W.IsHermitian) :
    IsUnit (1 + Complex.I • W).det := by
  refine isUnit_iff_ne_zero.2 fun h => ?_
  obtain ⟨v, hv, h0⟩ := Matrix.exists_mulVec_eq_zero_iff.2 h
  rw [plus_mulVec] at h0
  exact hv (cayley_kernel hW h0)
```

## (e) Phase matching at one site

**For complex $x,y$ and real $w,f$, show that $e^{-iw}(x+iy)=e^{-if}(x-iy)$ is equivalent to $\cos((w-f)/2)\,y=\sin((w-f)/2)\,x$.**

Write $c$ and $s$ for the cosine and sine, and $m=e^{-i(w+f)/2}$. Then $e^{-iw}=m(c-is)$ and $e^{-if}=m(c+is)$, which are `h1` and `h2`. The difference of the two sides is
$$m\big[(c-is)(x+iy)-(c+is)(x-iy)\big]=2im\,(cy-sx),$$
and $2im\neq0$.

The device that settles both directions is `linear_combination`. It subtracts the proposed multiple of a known equation from the goal and asks `ring` to confirm that nothing remains. `ring` does not know that $i^2=-1$, but it does not need to: the two terms in $i^2sy$ cancel.

```lean
/-- For complex `x`, `y` and real `w`, `f`, the equation `exp(-iw)(x + iy) = exp(-if)(x - iy)` holds
exactly when `cos((w - f)/2) y = sin((w - f)/2) x`. -/
theorem site_equation (x y : ℂ) (w f : ℝ) :
    Complex.exp (-(Complex.I * (w : ℂ))) * (x + Complex.I * y)
        = Complex.exp (-(Complex.I * (f : ℂ))) * (x - Complex.I * y) ↔
      (Real.cos ((w - f) / 2) : ℂ) * y = (Real.sin ((w - f) / 2) : ℂ) * x := by
  -- take out the mean phase `exp(-i(w+f)/2)`
  have h1 : Complex.exp (-(Complex.I * (w : ℂ)))
      = Complex.exp (-(Complex.I * (((w : ℂ) + f) / 2))) *
        ((Real.cos ((w - f) / 2) : ℂ) - (Real.sin ((w - f) / 2) : ℂ) * Complex.I) := by
    have e : (Real.cos ((w - f) / 2) : ℂ) - (Real.sin ((w - f) / 2) : ℂ) * Complex.I
        = Complex.exp (-(((w - f) / 2 : ℝ) : ℂ) * Complex.I) := by
      rw [Complex.exp_mul_I, Complex.cos_neg, Complex.sin_neg, Complex.ofReal_cos,
        Complex.ofReal_sin]
      ring
    rw [e, ← Complex.exp_add]
    congr 1
    push_cast
    ring
  have h2 : Complex.exp (-(Complex.I * (f : ℂ)))
      = Complex.exp (-(Complex.I * (((w : ℂ) + f) / 2))) *
        ((Real.cos ((w - f) / 2) : ℂ) + (Real.sin ((w - f) / 2) : ℂ) * Complex.I) := by
    rw [Complex.ofReal_cos, Complex.ofReal_sin, ← Complex.exp_mul_I, ← Complex.exp_add]
    congr 1
    push_cast
    ring
  have ha : 2 * Complex.I * Complex.exp (-(Complex.I * (((w : ℂ) + f) / 2))) ≠ 0 :=
    mul_ne_zero (mul_ne_zero two_ne_zero Complex.I_ne_zero) (Complex.exp_ne_zero _)
  rw [h1, h2, ← sub_eq_zero, ← sub_eq_zero (a := (Real.cos ((w - f) / 2) : ℂ) * y)]
  constructor
  · intro h
    refine (mul_eq_zero.1 ?_).resolve_left ha
    linear_combination h
  · intro h
    linear_combination
      (2 * Complex.I * Complex.exp (-(Complex.I * (((w : ℂ) + f) / 2)))) * h
```

## (f) The lattice equation for every real $w$

**For Hermitian $W$, show that $e^{-iw}$ is an eigenvalue of $F$ iff some $v\neq0$ satisfies $\cos((w-f_j)/2)(Wv)_j=\sin((w-f_j)/2)\,v_j$ for all $j$.**

Suppose $Fu=e^{-iw}u$ with $u\neq0$, and put $v=(1+iW)^{-1}Du$. Then
$$v+iWv=Du,\qquad v-iWv=Fu=e^{-iw}u.$$
If $v$ were zero, $u$ would be too. At site $j$,
$$e^{-iw}\big(v_j+i(Wv)_j\big)=e^{-iw}e^{-if_j}u_j=e^{-if_j}\big(v_j-i(Wv)_j\big),$$
and (e) applies with $x=v_j$, $y=(Wv)_j$.

Conversely, given $v$, put $u=(1-iW)v$, which is nonzero by (a) applied to $-W$. Now (e) gives $Du=e^{-iw}(1+iW)v$, the step `hD`. Applying the kick gives $Fu=e^{-iw}(1-iW)v=e^{-iw}u$.

```lean
/-- For every real `w`, `exp(-iw)` is an eigenvalue of the one-period operator exactly when
`cos((w - f_j)/2) (Wv)_j = sin((w - f_j)/2) v_j` has a nonzero solution `v`. -/
theorem eigenvalue_iff_cos_sin {W : Matrix n n ℂ} (hW : W.IsHermitian) (f : n → ℝ) (w : ℝ) :
    IsEigenvalue (floquet W f) (Complex.exp (-(Complex.I * (w : ℂ)))) ↔
      ∃ v : n → ℂ, v ≠ 0 ∧ ∀ j, (Real.cos ((w - f j) / 2) : ℂ) * (W *ᵥ v) j
        = (Real.sin ((w - f j) / 2) : ℂ) * v j := by
  have hG := cayley_isUnit hW
  constructor
  · rintro ⟨u, hu, h⟩
    have hinv : ∀ y : n → ℂ,
        (1 + Complex.I • W) *ᵥ ((1 + Complex.I • W)⁻¹ *ᵥ y) = y := by
      intro y
      rw [Matrix.mulVec_mulVec, Matrix.mul_nonsing_inv _ hG, Matrix.one_mulVec]
    -- `v` is the average of `Du` and `Fu`, the vectors just before and just after the kick
    obtain ⟨v, hv⟩ : ∃ v, v = (1 + Complex.I • W)⁻¹ *ᵥ (freePhase f *ᵥ u) := ⟨_, rfl⟩
    have h1 : v + Complex.I • (W *ᵥ v) = freePhase f *ᵥ u := by
      rw [← plus_mulVec, hv, hinv]
    have h2 : v - Complex.I • (W *ᵥ v) = Complex.exp (-(Complex.I * (w : ℂ))) • u := by
      rw [← minus_mulVec, hv, ← h, floquet]
      simp only [Matrix.mulVec_mulVec, Matrix.mul_assoc]
    refine ⟨v, fun h0 => hu ?_, fun j => (site_equation _ _ _ _).1 ?_⟩
    · have h3 : Complex.exp (-(Complex.I * (w : ℂ))) • u = 0 := by
        rw [← h2, h0, Matrix.mulVec_zero, smul_zero, sub_zero]
      exact (smul_eq_zero.1 h3).resolve_left (Complex.exp_ne_zero _)
    · have a := congrFun h1 j
      have b := congrFun h2 j
      simp only [Pi.add_apply, Pi.smul_apply, smul_eq_mul, freePhase,
        Matrix.mulVec_diagonal] at a
      simp only [Pi.sub_apply, Pi.smul_apply, smul_eq_mul] at b
      rw [a, b]
      ring
  · rintro ⟨v, hv, h⟩
    refine ⟨(1 - Complex.I • W) *ᵥ v, fun h0 => hv ?_, ?_⟩
    · rw [minus_mulVec] at h0
      refine cayley_kernel hW.neg ?_
      rw [Matrix.neg_mulVec, smul_neg, ← sub_eq_add_neg]
      exact h0
    · -- free evolution turns `(1 - iW)v` into `exp(-iw)(1 + iW)v`
      have hD : freePhase f *ᵥ ((1 - Complex.I • W) *ᵥ v)
          = Complex.exp (-(Complex.I * (w : ℂ))) • ((1 + Complex.I • W) *ᵥ v) := by
        ext j
        rw [plus_mulVec, minus_mulVec]
        simp only [freePhase, Matrix.mulVec_diagonal, Pi.add_apply, Pi.sub_apply,
          Pi.smul_apply, smul_eq_mul]
        exact ((site_equation _ _ _ _).2 (h j)).symm
      have hinv : (1 + Complex.I • W)⁻¹ *ᵥ ((1 + Complex.I • W) *ᵥ v) = v := by
        rw [Matrix.mulVec_mulVec, Matrix.nonsing_inv_mul _ hG, Matrix.one_mulVec]
      rw [floquet, ← Matrix.mulVec_mulVec, hD, Matrix.mulVec_smul, ← Matrix.mulVec_mulVec,
        hinv]
```

## (g) The tangent form

**Assume that $W$ is Hermitian and that no $\cos((w-f_j)/2)$ vanishes. Show that the equation becomes $(Wv)_j=\tan((w-f_j)/2)\,v_j$.**

Divide by the cosine at each site; the vector $v$ is unchanged. For a finite set of sites, this turns the quasienergy problem of a kicked system into a static tight-binding equation with site terms $\tan((w-f_j)/2)$. It says nothing about whether the solutions are localised.

```lean
/-- If no `cos((w - f_j)/2)` vanishes, `exp(-iw)` is an eigenvalue of the one-period operator
exactly when `(Wv)_j = tan((w - f_j)/2) v_j` has a nonzero solution `v`. -/
theorem eigenvalue_iff_tan {W : Matrix n n ℂ} (hW : W.IsHermitian) (f : n → ℝ) (w : ℝ)
    (hcos : ∀ j, Real.cos ((w - f j) / 2) ≠ 0) :
    IsEigenvalue (floquet W f) (Complex.exp (-(Complex.I * (w : ℂ)))) ↔
      ∃ v : n → ℂ, v ≠ 0 ∧ ∀ j, (W *ᵥ v) j = (Real.tan ((w - f j) / 2) : ℂ) * v j := by
  rw [eigenvalue_iff_cos_sin hW]
  refine exists_congr fun v => and_congr_right fun _ => forall_congr' fun j => ?_
  have hc : (Real.cos ((w - f j) / 2) : ℂ) ≠ 0 := Complex.ofReal_ne_zero.2 (hcos j)
  rw [Real.tan_eq_sin_div_cos, Complex.ofReal_div, div_mul_eq_mul_div, eq_div_iff hc,
    mul_comm ((W *ᵥ v) j)]
```

## (h) Unitarity

**Show that $F^\dagger F=1$ for Hermitian $W$.**

Let $A=1-iW$ and $B=1+iW$. Then $A^\dagger=B$, $B^\dagger=A$ and $AB=BA$, so
$$F^\dagger F=D^\dagger A^{-1}BA\,B^{-1}D=D^\dagger(A^{-1}A)(BB^{-1})D=D^\dagger D=1.$$

```lean
/-- For Hermitian `W` the one-period operator is unitary. -/
theorem floquet_unitary {W : Matrix n n ℂ} (hW : W.IsHermitian) (f : n → ℝ) :
    (floquet W f)ᴴ * floquet W f = 1 := by
  have hI : star Complex.I = -Complex.I := Complex.conj_I
  have hA : (1 - Complex.I • W)ᴴ = 1 + Complex.I • W := by
    rw [conjTranspose_sub, conjTranspose_one, conjTranspose_smul, hW.eq, hI, neg_smul,
      sub_neg_eq_add]
  have hB : (1 + Complex.I • W)ᴴ = 1 - Complex.I • W := by
    rw [← hA, conjTranspose_conjTranspose]
  have hi := Matrix.mul_nonsing_inv _ (cayley_isUnit hW)
  have hi' : ((1 + Complex.I • W)⁻¹)ᴴ * (1 - Complex.I • W) = 1 := by
    rw [← hB, ← conjTranspose_mul, hi, conjTranspose_one]
  have comm : ∀ X : Matrix n n ℂ, (1 + X) * (1 - X) = (1 - X) * (1 + X) := by
    intro X
    noncomm_ring
  have hD : (freePhase f)ᴴ * freePhase f = 1 := by
    rw [freePhase, diagonal_conjTranspose, diagonal_mul_diagonal, ← diagonal_one]
    congr 1
    ext j
    rw [Pi.star_apply, Complex.star_def, ← Complex.exp_conj, ← Complex.exp_add]
    simp
  -- the two Cayley factors commute, so they cancel in pairs
  calc (floquet W f)ᴴ * floquet W f
      = (freePhase f)ᴴ * (((1 + Complex.I • W)⁻¹)ᴴ *
          ((1 - Complex.I • W)ᴴ * (1 - Complex.I • W)) * (1 + Complex.I • W)⁻¹) *
          freePhase f := by
        rw [floquet, conjTranspose_mul, conjTranspose_mul]
        simp only [Matrix.mul_assoc]
    _ = (freePhase f)ᴴ * ((((1 + Complex.I • W)⁻¹)ᴴ * (1 - Complex.I • W)) *
          ((1 + Complex.I • W) * (1 + Complex.I • W)⁻¹)) * freePhase f := by
        rw [hA, comm]
        simp only [Matrix.mul_assoc]
    _ = 1 := by rw [hi, hi', Matrix.mul_one, Matrix.mul_one, hD]
```

## (i) Every eigenvalue is a phase

**For Hermitian $W$, show that each eigenvalue $z$ of $F$ is $e^{-iw}$ for some real $w$.**

If $Fu=zu$ with $u\neq0$, unitarity gives $u^\dagger u=(Fu)^\dagger Fu=|z|^2u^\dagger u$. Hence $|z|=1$, and $w=-\arg z$ works. The cosine–sine equation of (f) therefore reaches every eigenvalue of $F$, including those for which the tangent form is unavailable.

```lean
/-- Every eigenvalue of the one-period operator has the form `exp(-iw)` with `w` real. -/
theorem eigenvalue_is_phase {W : Matrix n n ℂ} (hW : W.IsHermitian) (f : n → ℝ) {z : ℂ}
    (hz : IsEigenvalue (floquet W f) z) :
    ∃ w : ℝ, z = Complex.exp (-(Complex.I * (w : ℂ))) := by
  obtain ⟨u, hu, h⟩ := hz
  -- the norm of the eigenvector is conserved
  have h1 : star (floquet W f *ᵥ u) ⬝ᵥ (floquet W f *ᵥ u) = star u ⬝ᵥ u := by
    rw [Matrix.star_mulVec, ← Matrix.dotProduct_mulVec, Matrix.mulVec_mulVec,
      floquet_unitary hW, Matrix.one_mulVec]
  rw [h, star_smul, smul_dotProduct, dotProduct_smul, smul_eq_mul, smul_eq_mul] at h1
  have hs : star u ⬝ᵥ u ≠ 0 := fun h0 => hu (dotProduct_star_self_eq_zero.1 h0)
  have h2 : star z * z = 1 := by
    apply mul_right_cancel₀ hs
    linear_combination h1
  have h3 : Complex.normSq z = 1 := by
    apply Complex.ofReal_injective
    rw [Complex.normSq_eq_conj_mul_self, Complex.ofReal_one]
    exact h2
  have h4 : ‖z‖ = 1 := by
    have h5 : ‖z‖ ^ 2 = 1 := by rw [Complex.sq_norm, h3]
    nlinarith [norm_nonneg z]
  refine ⟨-Complex.arg z, ?_⟩
  have h6 := Complex.norm_mul_exp_arg_mul_I z
  rw [h4, Complex.ofReal_one, one_mul] at h6
  rw [Complex.ofReal_neg, mul_neg, neg_neg, mul_comm, h6]

end

end KickedRotorLattice
```

```lean
#print axioms KickedRotorLattice.eigenvalue_iff_tan
#print axioms KickedRotorLattice.eigenvalue_is_phase
```

```
'KickedRotorLattice.eigenvalue_iff_tan' depends on axioms: [propext, Classical.choice, Quot.sound]
'KickedRotorLattice.eigenvalue_is_phase' depends on axioms: [propext, Classical.choice, Quot.sound]
```
